# Known modulo π, the phase step across an isolated Lorentzian resonance unwraps correctly at every resonance position exactly when the energy spacing is below the width

Suppose a phase shift is sampled at two energies $2G$ apart, with an isolated Lorentzian resonance of width $G$ halfway between them, on a constant background. The phase really rises by $2\arctan 2\approx 0.70\,\pi$. Scattering data give it only modulo $\pi$, because $\tan\delta$ and $e^{2i\delta}$ do not change when $\delta$ shifts by $\pi$. If the smallest step is chosen, the rise is read as a fall of $0.30\,\pi$, and the resonance is lost. The same misreading can occur when the phase shifts of a separable pseudopotential are scanned for ghost resonances. The criterion proved below applies there if the resonance is isolated and Lorentzian on a constant background.

In Lean 4 with Mathlib:

```lean
import Mathlib

open Real

namespace ResonanceScan

noncomputable section
```

## The Lorentzian and its integral

Let $E_0$ be the resonance energy and $G>0$ the width. The phase rate is postulated to be

$$d(E)=\frac{G/2}{(E-E_0)^2+G^2/4},$$

which describes a single resonance with an energy-independent width. Thresholds, overlapping resonances and a varying background are left out. In the code, energies are real numbers in one common unit, and `phaseRate E0 G E` is $d(E)$.

```lean
/-- Energy derivative of the phase shift for a resonance at `E0` of width `G`. The intended domain
is `G > 0`, where the denominator never vanishes. -/
def phaseRate (E0 G E : ℝ) : ℝ := (G / 2) / ((E - E0) ^ 2 + G ^ 2 / 4)
```

The phase step between scan energies $a$ and $b$ is $\int_a^b d(E)\,dE$.

```lean
/-- Phase accumulated between the scan energies `a` and `b`, for a resonance at `E0` of width
`G > 0`. -/
def phaseStep (E0 G a b : ℝ) : ℝ := ∫ E in a..b, phaseRate E0 G E
```

An antiderivative is $\arctan(2(E-E_0)/G)$, since the chain rule gives

$$\frac{2/G}{1+4(E-E_0)^2/G^2}=\frac{G/2}{(E-E_0)^2+G^2/4}.$$

In the proof, `key` is this rearrangement of the denominator.

```lean
/-- For positive width, the resonant phase `arctan (2 (E - E0) / G)` has the Lorentzian
phase rate as its energy derivative. -/
theorem hasDerivAt_phase {G : ℝ} (hG : 0 < G) (E0 E : ℝ) :
    HasDerivAt (fun x => arctan (2 * (x - E0) / G)) (phaseRate E0 G E) E := by
  have h := (((hasDerivAt_id' E).sub_const E0).const_mul 2).div_const G
  refine h.arctan.congr_deriv ?_
  have hG' : G ≠ 0 := hG.ne'
  have hD : (E - E0) ^ 2 + G ^ 2 / 4 ≠ 0 := by positivity
  have key : 1 + (2 * (E - E0) / G) ^ 2 = 4 / G ^ 2 * ((E - E0) ^ 2 + G ^ 2 / 4) := by
    field_simp
    ring
  unfold phaseRate
  rw [key]
  generalize (E - E0) ^ 2 + G ^ 2 / 4 = D at hD ⊢
  field_simp
  norm_num
```

The rate is continuous, so the fundamental theorem of calculus gives the step over any window:

$$\int_a^b d(E)\,dE=\arctan\frac{2(b-E_0)}{G}-\arctan\frac{2(a-E_0)}{G}.$$

```lean
/-- For positive width, the phase accumulated over any energy window is a difference of
two arctangents. -/
theorem phaseStep_eq {G : ℝ} (hG : 0 < G) (E0 a b : ℝ) :
    phaseStep E0 G a b = arctan (2 * (b - E0) / G) - arctan (2 * (a - E0) / G) := by
  have hc : Continuous (phaseRate E0 G) := by
    unfold phaseRate
    exact Continuous.div continuous_const (by fun_prop) (fun x => by positivity)
  exact intervalIntegral.integral_eq_sub_of_hasDerivAt
    (fun x _ => hasDerivAt_phase hG E0 x) (hc.intervalIntegrable a b)
```

For a window of length $h$ centred on $E_0$, the two arguments are $\pm h/G$. As the arctangent is odd, the step is $2\arctan(h/G)$.

```lean
/-- A window of length `h` centred on a resonance of positive width `G` collects the
phase `2 arctan (h / G)`. -/
theorem phaseStep_centred {G : ℝ} (hG : 0 < G) (E0 h : ℝ) :
    phaseStep E0 G (E0 - h / 2) (E0 + h / 2) = 2 * arctan (h / G) := by
  rw [phaseStep_eq hG,
    show 2 * (E0 + h / 2 - E0) / G = h / G by ring,
    show 2 * (E0 - h / 2 - E0) / G = -(h / G) by ring, arctan_neg]
  ring
```

At $h=G$ this is $2\cdot\pi/4=\pi/2$.

```lean
/-- The window of one full width `G > 0` centred on the resonance collects the
phase `π / 2`. -/
theorem phaseStep_full_width {G : ℝ} (hG : 0 < G) (E0 : ℝ) :
    phaseStep E0 G (E0 - G / 2) (E0 + G / 2) = π / 2 := by
  rw [phaseStep_centred hG, div_self hG.ne', arctan_one]
  ring
```

## The centred window collects the most phase

For $y\le x$, let $t$ be half the difference and $m$ the mean of $\arctan x$ and $\arctan y$, so that $0\le t<\pi/2$. Subtracting the tangents gives

$$x-y=\frac{\sin 2t}{\cos(m+t)\cos(m-t)},\qquad \cos(m+t)\cos(m-t)=\cos^2t-\sin^2m\le\cos^2t.$$

Hence $2\sin t\cos t\le(x-y)\cos^2t$, so $\tan t\le(x-y)/2$. Taking arctangents and doubling gives

$$\arctan x-\arctan y\le 2\arctan\frac{x-y}{2}.$$

The code first clears the fractions: `hprod` is the product formula, `hdiff` the subtracted tangents, and `htan` the bound on $\tan t$.

```lean
/-- For `y ≤ x`, the arctangent grows from `y` to `x` by no more than it does over the
interval of the same length centred at zero. -/
theorem arctan_sub_le {x y : ℝ} (hxy : y ≤ x) :
    arctan x - arctan y ≤ 2 * arctan ((x - y) / 2) := by
  have hx : x * cos (arctan x) = sin (arctan x) := by
    have h := tan_mul_cos (cos_arctan_pos x).ne'
    rwa [tan_arctan] at h
  have hy : y * cos (arctan y) = sin (arctan y) := by
    have h := tan_mul_cos (cos_arctan_pos y).ne'
    rwa [tan_arctan] at h
  have hmono : arctan y ≤ arctan x := arctan_strictMono.monotone hxy
  have hx2 := arctan_lt_pi_div_two x
  have hy2 := neg_pi_div_two_lt_arctan y
  -- half difference `t` and mean `m` of the two phases
  obtain ⟨t, ht⟩ : ∃ t, t = (arctan x - arctan y) / 2 := ⟨_, rfl⟩
  obtain ⟨m, hm⟩ : ∃ m, m = (arctan x + arctan y) / 2 := ⟨_, rfl⟩
  have ea : arctan x = m + t := by linarith
  have eb : arctan y = m - t := by linarith
  have ht1 : -(π / 2) < t := by linarith [pi_pos]
  have ht2 : t < π / 2 := by linarith
  have hct : 0 < cos t := cos_pos_of_mem_Ioo ⟨ht1, ht2⟩
  rw [ea, cos_add, sin_add] at hx
  rw [eb, cos_sub, sin_sub] at hy
  have sm := sin_sq_add_cos_sq m
  have st := sin_sq_add_cos_sq t
  -- the product of the two cosines is `cos t ^ 2 - sin m ^ 2`
  have hprod : (cos m * cos t - sin m * sin t) * (cos m * cos t + sin m * sin t)
      = cos t ^ 2 - sin m ^ 2 := by
    linear_combination (cos t ^ 2) * sm - (sin m ^ 2) * st
  have hdiff : (x - y) * (cos t ^ 2 - sin m ^ 2) = 2 * sin t * cos t := by
    rw [← hprod]
    linear_combination (cos m * cos t + sin m * sin t) * hx
      - (cos m * cos t - sin m * sin t) * hy + (2 * sin t * cos t) * sm
  have hle : 2 * sin t * cos t ≤ (x - y) * cos t * cos t := by
    nlinarith [mul_nonneg (sub_nonneg.mpr hxy) (sq_nonneg (sin m))]
  have hle' : 2 * sin t ≤ (x - y) * cos t := le_of_mul_le_mul_right hle hct
  have htan : tan t ≤ (x - y) / 2 := by
    rw [tan_eq_sin_div_cos, div_le_iff₀ hct]
    linarith
  have hfin := arctan_strictMono.monotone htan
  rw [arctan_tan ht1 ht2] at hfin
  linarith
```

## Unwrapping a phase known modulo π

Let $\Delta$ be the true step over $[a,a+h]$, with $h\ge0$. The smallest-step rule recovers it when $|\Delta|<|\Delta+k\pi|$ for every nonzero integer $k$. The theorem fixes $a$ and requires this for every $E_0$.

If $h<G$, the previous bound, with $x-y=2h/G$, gives $0\le\Delta\le2\arctan(h/G)<\pi/2$. For $k\ge1$, $\Delta+k\pi>\Delta$. For $k\le-1$, $|\Delta+k\pi|\ge\pi-\Delta>\Delta$.

Conversely, put the resonance at $a+h/2$ and take $k=-1$. Squaring $|\Delta|<|\Delta-\pi|$ gives $\Delta<\pi/2$. Here $\Delta=2\arctan(h/G)$, so $h<G$.

```lean
/-- For `G > 0` and `h ≥ 0`, the true phase step over `[a, a + h]` is strictly smaller in magnitude
than all its shifts by nonzero multiples of `π`, wherever the resonance lies, exactly when `h < G`.
-/
theorem unwrapping_iff {G h : ℝ} (hG : 0 < G) (hh : 0 ≤ h) (a : ℝ) :
    (∀ E0 : ℝ, ∀ k : ℤ, k ≠ 0 →
      |phaseStep E0 G a (a + h)| < |phaseStep E0 G a (a + h) + k * π|) ↔ h < G := by
  have hpi := pi_pos
  constructor
  · intro H
    -- the worst case is a resonance halfway between the scan energies
    have h1 := H (a + h / 2) (-1) (by norm_num)
    have hc := phaseStep_centred hG (a + h / 2) h
    rw [show a + h / 2 - h / 2 = a by ring, show a + h / 2 + h / 2 = a + h by ring] at hc
    rw [hc] at h1
    have h2 := sq_lt_sq.mpr h1
    push_cast at h2
    have h3 : arctan (h / G) < arctan 1 := by
      rw [arctan_one]
      nlinarith
    have h4 := arctan_strictMono.lt_iff_lt.mp h3
    rwa [div_lt_one hG] at h4
  · intro hlt E0 k hk
    have hxy : 2 * (a - E0) / G ≤ 2 * (a + h - E0) / G :=
      div_le_div_of_nonneg_right (by linarith) hG.le
    have hup := arctan_sub_le hxy
    have hlow := arctan_strictMono.monotone hxy
    rw [← phaseStep_eq hG,
      show (2 * (a + h - E0) / G - 2 * (a - E0) / G) / 2 = h / G by ring] at hup
    have h0 : 0 ≤ phaseStep E0 G a (a + h) := by
      rw [phaseStep_eq hG]
      linarith
    have h1 := arctan_strictMono ((div_lt_one hG).mpr hlt)
    rw [arctan_one] at h1
    rw [abs_of_nonneg h0]
    rcases lt_or_gt_of_ne hk with hneg | hpos
    · have hk1 : (k : ℝ) ≤ -1 := by exact_mod_cast (show k ≤ -1 by omega)
      have hkp := mul_le_mul_of_nonneg_right hk1 hpi.le
      linarith [neg_le_abs (phaseStep E0 G a (a + h) + k * π)]
    · have hk1 : (0 : ℝ) < k := by exact_mod_cast hpos
      linarith [mul_pos hk1 hpi, le_abs_self (phaseStep E0 G a (a + h) + k * π)]
```

The hypothesis $h\ge0$ is needed. With $h=-2G$ the inequality $h<G$ holds, but a centred resonance gives $\Delta=-2\arctan2\approx-0.70\,\pi$, and the shift by $+\pi$ is smaller in magnitude.

## Catching the peak on a grid

A scan may instead look for the peak in $d(E)$ itself. Here the peak counts as caught, or detected, when $d$ is at least half its peak value at some grid point. The peak value is $d(E_0)=2/G$, and

$$d(E)\ge\frac1G\iff (E-E_0)^2+\frac{G^2}{4}\le\frac{G^2}{2}\iff|E-E_0|\le\frac G2.$$

```lean
/-- For `G > 0`, the phase rate is at least half its value at the resonance energy exactly
at energies within `G / 2` of the resonance. -/
theorem half_height_iff {G : ℝ} (hG : 0 < G) (E0 E : ℝ) :
    phaseRate E0 G E0 / 2 ≤ phaseRate E0 G E ↔ |E - E0| ≤ G / 2 := by
  have hpeak : phaseRate E0 G E0 / 2 = 1 / G := by
    unfold phaseRate
    rw [show (E0 - E0) ^ 2 + G ^ 2 / 4 = G ^ 2 / 4 by ring]
    field_simp
    norm_num
  have hD : 0 < (E - E0) ^ 2 + G ^ 2 / 4 := by positivity
  rw [hpeak, phaseRate, div_le_div_iff₀ hG hD]
  constructor
  · intro h
    exact abs_le_of_sq_le_sq (by nlinarith) (by linarith)
  · intro h
    obtain ⟨h1, h2⟩ := abs_le.mp h
    nlinarith [mul_nonneg (sub_nonneg.mpr h1) (sub_nonneg.mpr h2)]
```

Take the grid $a+nh$ with $h>0$ and $n$ running over all integers, so that the scan has no ends. The point nearest to $E_0$ is at most $h/2$ away, which suffices if $h\le G$. Conversely, a resonance at $a+h/2$ is at least $h/2$ from every grid point, so detection forces $h\le G$. The code finds the nearest point with `round`, and treats $n\le0$ and $n\ge1$ separately in the converse.

```lean
/-- For `G > 0`, a uniform energy grid of spacing `h > 0` has a point where the phase rate
is at least half its value at resonance, wherever the resonance lies, exactly when `h ≤ G`. -/
theorem grid_detects_iff {G h : ℝ} (hG : 0 < G) (hh : 0 < h) (a : ℝ) :
    (∀ E0 : ℝ, ∃ n : ℤ, phaseRate E0 G E0 / 2 ≤ phaseRate E0 G (a + n * h)) ↔ h ≤ G := by
  constructor
  · intro H
    -- place the resonance halfway between two grid points
    obtain ⟨n, hn⟩ := H (a + h / 2)
    rw [half_height_iff hG] at hn
    obtain ⟨h1, h2⟩ := abs_le.mp hn
    rcases le_or_gt n 0 with hn0 | hn0
    · have hr : (n : ℝ) ≤ 0 := by exact_mod_cast hn0
      nlinarith [mul_le_mul_of_nonneg_right hr hh.le]
    · have hr : (1 : ℝ) ≤ n := by exact_mod_cast (show 1 ≤ n by omega)
      nlinarith [mul_le_mul_of_nonneg_right hr hh.le]
  · intro hle E0
    -- the nearest grid point lies within half a spacing
    refine ⟨round ((E0 - a) / h), ?_⟩
    rw [half_height_iff hG]
    obtain ⟨h1, h2⟩ := abs_le.mp (abs_sub_round ((E0 - a) / h))
    have hx : (E0 - a) / h * h = E0 - a := div_mul_cancel₀ _ hh.ne'
    have h3 := mul_le_mul_of_nonneg_right h1 hh.le
    have h4 := mul_le_mul_of_nonneg_right h2 hh.le
    rw [sub_mul, hx] at h3 h4
    exact abs_le.mpr ⟨by linarith, by linarith⟩

end

end ResonanceScan
```

The two criteria differ only at $h=G$. With the resonance midway between neighbouring points, both points sit exactly at half height, so the peak is caught. The phase step is then $\pi/2$, which ties with $-\pi/2$, and unwrapping is ambiguous. Since the width of an unsuspected resonance is unknown, a chosen spacing $h$ protects only against misreading resonances wider than $h$.

```lean
#print axioms ResonanceScan.phaseStep_full_width
-- 'ResonanceScan.phaseStep_full_width' depends on axioms: [propext, Classical.choice, Quot.sound]
#print axioms ResonanceScan.unwrapping_iff
-- 'ResonanceScan.unwrapping_iff' depends on axioms: [propext, Classical.choice, Quot.sound]
#print axioms ResonanceScan.grid_detects_iff
-- 'ResonanceScan.grid_detects_iff' depends on axioms: [propext, Classical.choice, Quot.sound]
```
